# For the retarded dipole coupling V at wave number k > 0, tr(VVᴴ) falls with distance while Re tr(V²) keeps changing sign

Let $n$ be a real unit vector along the axis between two molecules, $R>0$ their distance, $k>0$ a wave number and $x=kR$. The retarded dipole-dipole coupling

$$V=\frac{e^{ix}}{R^3}\left[(x^2+ix-1)(\mathbb 1-nn^T)+2(1-ix)\,nn^T\right]$$

has the traces

$$\operatorname{tr}(VV^H)=\frac{2(3+x^2+x^4)}{R^6},\qquad \operatorname{tr}(V^2)=\frac{2e^{2ix}(x^4+2ix^3-5x^2-6ix+3)}{R^6}.$$

The first is strictly decreasing in $R$. The real part of the second takes both signs beyond every distance, yet its magnitude is always strictly below the first.

The physical setting is an excited molecule, with transition wave number $k$, near a ground-state molecule of another species that does not absorb at $k$. In perturbation theory with isotropic averaging, the resonant energy shift of the ground-state molecule follows $\operatorname{tr}(VV^H)$, and that of the excited molecule follows $\operatorname{Re}\operatorname{tr}(V^2)$. This link between shifts and traces is taken from molecular QED and is not derived in Lean. The theorems concern the distance factors alone: molecular prefactors, the nonresonant Casimir-Polder energy and the forces do not enter. Within this two-molecule dipole model, a calculation that replaces $V^2$ by $VV^H$ for the excited molecule loses the oscillation of its resonant shift.

## The coupling tensor and its two traces

```lean
import Mathlib

open Matrix Complex

namespace RetardedDipoleCoupling

noncomputable section

/-- The dyad `n nᵀ` built from the direction `n` of the intermolecular axis. -/
def axial (n : Fin 3 → ℝ) : Matrix (Fin 3) (Fin 3) ℂ :=
  Matrix.of fun i j => (n i : ℂ) * (n j : ℂ)

/-- The retarded dipole-dipole coupling tensor `V` at wave number `k` and distance `R ≠ 0`
along the direction `n`, split into its transverse and longitudinal parts. -/
def coupling (k R : ℝ) (n : Fin 3 → ℝ) : Matrix (Fin 3) (Fin 3) ℂ :=
  (Complex.exp (((k * R : ℝ) : ℂ) * I) / (R : ℂ) ^ 3) •
    ((((k * R : ℝ) : ℂ) ^ 2 + I * ((k * R : ℝ) : ℂ) - 1) • (1 - axial n)
      + (2 * (1 - I * ((k * R : ℝ) : ℂ))) • axial n)

/-- The trace `tr(V Vᴴ)`, for `R ≠ 0`. -/
def directTrace (k R : ℝ) (n : Fin 3 → ℝ) : ℂ :=
  Matrix.trace (coupling k R n * (coupling k R n)ᴴ)

/-- The trace `tr(V²)`, for `R ≠ 0`. -/
def squareTrace (k R : ℝ) (n : Fin 3 → ℝ) : ℂ :=
  Matrix.trace (coupling k R n * coupling k R n)
```

`axial n` is the dyad $nn^T$, stored as a complex matrix, and `coupling k R n` is $V$. Lean's `I` is the imaginary unit, and the identity matrix is written `1`. Units have $4\pi\varepsilon_0=1$, and the sign is that of the field produced by a dipole; reversing it changes neither trace. `directTrace` and `squareTrace` are complex numbers, so the statements about order and sign use their real parts, `.re`.

## A unit axis: n · n = 1

The condition says that $n$ carries only the direction of the axis, so that $P=nn^T$ projects onto it. By hand, $P^2=n(n\cdot n)n^T=P$ and $\operatorname{tr}P=n\cdot n=1$. The transverse projector $Q=\mathbb 1-P$ then satisfies $Q^2=Q$, $PQ=QP=0$ and $\operatorname{tr}Q=2$. For any complex amplitudes $a,b,c,d$,

$$(aQ+bP)(cQ+dP)=ac\,Q+bd\,P,\qquad \operatorname{tr}=2ac+bd.$$

```lean
variable {n : Fin 3 → ℝ} {k R : ℝ}

/-- For a unit vector `n`, the trace of a product of two axially symmetric tensors counts
the transverse amplitudes twice and the longitudinal amplitudes once. -/
theorem trace_axial_mul (hn : n ⬝ᵥ n = 1) (a b c d : ℂ) :
    Matrix.trace ((a • (1 - axial n) + b • axial n) * (c • (1 - axial n) + d • axial n))
      = 2 * a * c + b * d := by
  have h : (n 0 : ℂ) ^ 2 + (n 1 : ℂ) ^ 2 + (n 2 : ℂ) ^ 2 = 1 := by
    have h' : n 0 ^ 2 + n 1 ^ 2 + n 2 ^ 2 = 1 := by
      simp only [dotProduct, Fin.sum_univ_three] at hn
      linear_combination hn
    exact_mod_cast h'
  -- the dyad is a projector of trace one
  have hL : axial n * axial n = axial n := by
    ext i j
    simp only [axial, Matrix.mul_apply, Matrix.of_apply, Fin.sum_univ_three]
    linear_combination ((n i : ℂ) * (n j : ℂ)) * h
  have ht : Matrix.trace (axial n) = 1 := by
    simp only [Matrix.trace, Matrix.diag_apply, axial, Matrix.of_apply, Fin.sum_univ_three]
    linear_combination h
  have h2 : (1 - axial n) * axial n = 0 := by rw [sub_mul, one_mul, hL, sub_self]
  have h1 : (1 - axial n) * (1 - axial n) = 1 - axial n := by
    rw [mul_sub, mul_one, h2, sub_zero]
  have h3 : axial n * (1 - axial n) = 0 := by rw [mul_sub, mul_one, hL, sub_self]
  have h4 : Matrix.trace (1 - axial n) = 2 := by
    rw [Matrix.trace_sub, Matrix.trace_one, ht, Fintype.card_fin]
    norm_num
  simp only [add_mul, mul_add, Matrix.smul_mul, Matrix.mul_smul, h1, h2, h3, hL, smul_zero,
    add_zero, zero_add, Matrix.trace_add, Matrix.trace_smul, h4, ht, smul_eq_mul]
  ring
```

In the proof, `h` is the normalisation written in complex components. It gives the projector property `hL` and the trace `ht`; `h1` to `h4` are the corresponding facts about $Q$. Expanding the product and inserting them leaves the two surviving terms.

Without normalisation the formula fails: for $a=c=0$ and $b=d=1$ the trace is $(n\cdot n)^2$, whereas the formula gives 1. Since $n\cdot n\ge 0$, this forces $n\cdot n=1$. All later theorems inherit the condition through this lemma.

## Separated molecules: R ≠ 0

Point dipoles at the same place have no finite coupling. At nonzero separation, put $a=x^2+ix-1$ and $b=2(1-ix)$. Because $n$ is real, $P$ is Hermitian, and the phase $e^{ix}$ cancels against its conjugate in $VV^H$. Hence

$$R^6\operatorname{tr}(VV^H)=2|a|^2+|b|^2=2(x^4-x^2+1)+4(1+x^2)=2(3+x^2+x^4).$$

```lean
/-- For a unit vector `n` and `R ≠ 0`, `tr(V Vᴴ) = 2 (3 + x² + x⁴) / R⁶` with `x = k R`. -/
theorem directTrace_eq (hn : n ⬝ᵥ n = 1) (hR : R ≠ 0) :
    (R : ℂ) ^ 6 * directTrace k R n = ((2 * (3 + (k * R) ^ 2 + (k * R) ^ 4) : ℝ) : ℂ) := by
  have hR' : (R : ℂ) ≠ 0 := by exact_mod_cast hR
  unfold directTrace coupling
  generalize k * R = x
  have hL : (axial n)ᴴ = axial n := by
    ext i j
    simp [axial, Matrix.conjTranspose_apply, mul_comm]
  have ha : star ((x : ℂ) ^ 2 + I * x - 1) = (x : ℂ) ^ 2 - I * x - 1 := by
    apply Complex.ext <;> simp [pow_two]
  have hb : star (2 * (1 - I * (x : ℂ))) = 2 * (1 + I * (x : ℂ)) := by
    apply Complex.ext <;> simp
  have he : Complex.exp ((x : ℂ) * I) * star (Complex.exp ((x : ℂ) * I)) = 1 := by
    rw [← starRingEnd_apply, Complex.mul_conj, Complex.normSq_eq_norm_sq,
      Complex.norm_exp_ofReal_mul_I]
    norm_num
  have hRs : star (R : ℂ) = R := Complex.conj_ofReal R
  -- the phase drops out of the modulus
  have h6 : (R : ℂ) ^ 6 * (Complex.exp ((x : ℂ) * I) / (R : ℂ) ^ 3
      * star (Complex.exp ((x : ℂ) * I) / (R : ℂ) ^ 3)) = 1 := by
    rw [star_div₀, star_pow, hRs, div_mul_div_comm, he]
    field_simp
  generalize Complex.exp ((x : ℂ) * I) / (R : ℂ) ^ 3 = s at h6 ⊢
  simp only [Matrix.conjTranspose_smul, Matrix.conjTranspose_add, Matrix.conjTranspose_sub,
    Matrix.conjTranspose_one, hL, ha, hb]
  rw [Matrix.smul_mul, Matrix.mul_smul, Matrix.trace_smul, Matrix.trace_smul,
    trace_axial_mul hn, smul_eq_mul, smul_eq_mul]
  push_cast
  linear_combination (2 * ((x : ℂ) ^ 2 + I * x - 1) * ((x : ℂ) ^ 2 - I * x - 1)
    + 2 * (1 - I * (x : ℂ)) * (2 * (1 + I * (x : ℂ)))) * h6 - 6 * (x : ℂ) ^ 2 * Complex.I_sq
```

The theorem states this with $R^6$ multiplied across. The conjugates are `ha` and `hb`, the unit modulus of the phase is `he`, and `h6` cancels $R^6$ against the two factors $R^{-3}$; this is where $R\ne0$ is used. At $R=0$ Lean's division by zero returns 0, and the equation would read $0=6$.

For $V^2$ the phases add up instead of cancelling. With

$$a^2=x^4-3x^2+1+i(2x^3-2x),\qquad b^2=4-4x^2-8ix,$$

one finds

$$2a^2+b^2=2\left[x^4-5x^2+3+i(2x^3-6x)\right].$$

```lean
/-- For a unit vector `n` and `R ≠ 0`, with `x = k R`,
`tr(V²) = 2 exp(2ix) (x⁴ - 5x² + 3 + i (2x³ - 6x)) / R⁶`. -/
theorem squareTrace_eq (hn : n ⬝ᵥ n = 1) (hR : R ≠ 0) :
    (R : ℂ) ^ 6 * squareTrace k R n = 2 * Complex.exp (((2 * (k * R) : ℝ) : ℂ) * I) *
      (((((k * R) ^ 4 - 5 * (k * R) ^ 2 + 3 : ℝ)) : ℂ)
        + ((2 * (k * R) ^ 3 - 6 * (k * R) : ℝ) : ℂ) * I) := by
  have hR' : (R : ℂ) ≠ 0 := by exact_mod_cast hR
  unfold squareTrace coupling
  generalize k * R = x
  have hE : Complex.exp (((2 * x : ℝ) : ℂ) * I)
      = Complex.exp ((x : ℂ) * I) * Complex.exp ((x : ℂ) * I) := by
    rw [← Complex.exp_add]
    congr 1
    push_cast
    ring
  rw [hE]
  generalize Complex.exp ((x : ℂ) * I) = E
  have h6 : (R : ℂ) ^ 6 * (E / (R : ℂ) ^ 3 * (E / (R : ℂ) ^ 3)) = E * E := by
    field_simp
  generalize E / (R : ℂ) ^ 3 = s at h6 ⊢
  rw [Matrix.smul_mul, Matrix.mul_smul, Matrix.trace_smul, Matrix.trace_smul,
    trace_axial_mul hn, smul_eq_mul, smul_eq_mul]
  push_cast
  linear_combination (2 * ((x : ℂ) ^ 2 + I * x - 1) ^ 2
    + (2 * (1 - I * (x : ℂ))) ^ 2) * h6 + E * E * 6 * (x : ℂ) ^ 2 * Complex.I_sq
```

Here `hE` combines the two phases into $e^{2ix}$, and `h6` again removes the powers of $R$. The closing `linear_combination` does the algebra above, using $i^2=-1$.

The two results can be compared through their squared moduli:

$$(3+x^2+x^4)^2-(x^4-5x^2+3)^2-(2x^3-6x)^2=8x^6.$$

Multiplying by $4/R^{12}$ gives

$$\left(\operatorname{tr}VV^H\right)^2-\left|\operatorname{tr}V^2\right|^2=\frac{32k^6}{R^6}.$$

```lean
/-- For a unit vector `n` and `R ≠ 0`, the squares of `tr(V Vᴴ)` and of the modulus of
`tr(V²)` differ by exactly `32 k⁶ / R⁶`. -/
theorem trace_gap (hn : n ⬝ᵥ n = 1) (hR : R ≠ 0) :
    R ^ 6 * ((directTrace k R n).re ^ 2 - ‖squareTrace k R n‖ ^ 2) = 32 * k ^ 6 := by
  have hA := congrArg Complex.re (directTrace_eq (k := k) hn hR)
  rw [← Complex.ofReal_pow, Complex.re_ofReal_mul, Complex.ofReal_re] at hA
  have hB := congrArg Complex.normSq (squareTrace_eq (k := k) hn hR)
  have h2 : Complex.normSq (2 : ℂ) = 4 := by norm_num [Complex.normSq_apply]
  have hE : Complex.normSq (Complex.exp (((2 * (k * R) : ℝ) : ℂ) * I)) = 1 := by
    rw [Complex.normSq_eq_norm_sq, Complex.norm_exp_ofReal_mul_I, one_pow]
  simp only [map_mul, map_pow, Complex.normSq_ofReal, Complex.normSq_add_mul_I, h2, hE] at hB
  rw [← Complex.normSq_eq_norm_sq]
  apply mul_left_cancel₀ (pow_ne_zero 6 hR)
  linear_combination (R ^ 6 * (directTrace k R n).re
    + 2 * (3 + (k * R) ^ 2 + (k * R) ^ 4)) * hA - hB
```

`hA` is the real part of the first trace formula and `hB` the squared modulus of the second. The proof combines them and cancels a factor $R^6$, which again needs $R\ne0$.

## Distances on the positive half-line: R > 0

A distance is positive, and the claim of monotonic decrease is made on that half-line. Dividing out the powers of $R$ gives

$$\operatorname{tr}(VV^H)=2\left(\frac{3}{R^6}+\frac{k^2}{R^4}+\frac{k^4}{R^2}\right).$$

No coefficient is negative and the first is positive, so the sum decreases strictly as $R$ grows.

```lean
/-- For a unit vector `n`, `tr(V Vᴴ)` is strictly decreasing in the distance `R > 0`. -/
theorem directTrace_strictAntiOn (hn : n ⬝ᵥ n = 1) :
    StrictAntiOn (fun R : ℝ => (directTrace k R n).re) (Set.Ioi 0) := by
  -- a sum of inverse even powers of the distance
  have key : ∀ r : ℝ, r ≠ 0 → (directTrace k r n).re
      = 2 * (3 * (1 / r) ^ 6 + k ^ 2 * (1 / r) ^ 4 + k ^ 4 * (1 / r) ^ 2) := by
    intro r hr
    have h := congrArg Complex.re (directTrace_eq (k := k) hn hr)
    rw [← Complex.ofReal_pow, Complex.re_ofReal_mul, Complex.ofReal_re] at h
    apply mul_left_cancel₀ (pow_ne_zero 6 hr)
    rw [h]
    field_simp
  intro a (ha : 0 < a) b (hb : 0 < b) hab
  beta_reduce
  rw [key a ha.ne', key b hb.ne']
  have huv : 1 / b < 1 / a := one_div_lt_one_div_of_lt ha hab
  have hb0 : 0 ≤ 1 / b := by positivity
  have h6 := pow_lt_pow_left₀ huv hb0 (by norm_num : 6 ≠ 0)
  have h4 := mul_le_mul_of_nonneg_left (pow_le_pow_left₀ hb0 huv.le 4) (sq_nonneg k)
  have h2 := mul_le_mul_of_nonneg_left (pow_le_pow_left₀ hb0 huv.le 2)
    (by positivity : 0 ≤ k ^ 4)
  linarith
```

`StrictAntiOn` with `Set.Ioi 0` means strictly decreasing on $R>0$. The step `key` is the displayed sum. For distances $a<b$ (Lean's letters here, not the amplitudes above), `huv` gives $1/b<1/a$, and `h6`, `h4` and `h2` compare the three powers. No condition on $k$ is needed; at $k=0$ the function is $6/R^6$. The expression is even in $R$, so it would increase on the negative half-line.

## A nonzero transition energy: k > 0

A positive $k$ stands for a transition that can emit a real photon, with wavelength $2\pi/k$. To find both signs by hand, take $x=j\pi/2$ with $j$ a natural number, that is, distances at multiples of a quarter wavelength. There $e^{2ix}=(-1)^j$ and

$$R^6\operatorname{Re}\operatorname{tr}(V^2)=2(-1)^j(x^4-5x^2+3).$$

For $x>3$ the polynomial is $x^2(x^2-5)+3>0$, so even $j$ gives a positive value and odd $j$ a negative one.

```lean
/-- For a unit vector `n` and `k > 0`, the real part of `tr(V²)` takes positive and
negative values beyond every distance `R₀`. -/
theorem squareTrace_sign_changes (hn : n ⬝ᵥ n = 1) (hk : 0 < k) (R₀ : ℝ) :
    (∃ R > R₀, 0 < (squareTrace k R n).re) ∧ ∃ R > R₀, (squareTrace k R n).re < 0 := by
  obtain ⟨m, hm⟩ := exists_nat_gt (max 2 (R₀ * k))
  obtain ⟨h1, h2⟩ := max_lt_iff.mp hm
  have hπ := Real.pi_gt_three
  have hkx : ∀ x : ℝ, k * (x / k) = x := fun x => by field_simp
  have hre : ∀ e p q : ℝ, (2 * (e : ℂ) * ((p : ℂ) + (q : ℂ) * I)).re = 2 * e * p := by
    intro e p q
    simp
  have hpoly : ∀ x : ℝ, 3 < x → 0 < x ^ 4 - 5 * x ^ 2 + 3 := by
    intro x hx
    have h9 : 9 < x ^ 2 := by nlinarith
    nlinarith [sq_nonneg (x ^ 2 - 9)]
  -- the sign alternates at successive multiples of a quarter wavelength
  have key : ∀ j : ℕ, m ≤ j → R₀ < j * (Real.pi / 2) / k ∧
      0 < (-1 : ℝ) ^ j * (squareTrace k (j * (Real.pi / 2) / k) n).re := by
    intro j hj
    have hmj : (m : ℝ) ≤ j := by exact_mod_cast hj
    have hx : (j : ℝ) < j * (Real.pi / 2) := by nlinarith
    have hP := hpoly (j * (Real.pi / 2)) (by nlinarith)
    have hR : 0 < j * (Real.pi / 2) / k := div_pos (by linarith) hk
    have hE : Complex.exp (((2 * (j * (Real.pi / 2)) : ℝ) : ℂ) * I)
        = (((-1 : ℝ) ^ j : ℝ) : ℂ) := by
      have h3 : ((2 * (j * (Real.pi / 2)) : ℝ) : ℂ) * I = (j : ℂ) * (Real.pi * I) := by
        push_cast
        ring
      rw [h3, Complex.exp_nat_mul, Complex.exp_pi_mul_I]
      simp
    have h := congrArg Complex.re (squareTrace_eq (k := k) hn hR.ne')
    rw [hkx, hE, ← Complex.ofReal_pow, Complex.re_ofReal_mul, hre] at h
    have hone : (-1 : ℝ) ^ j * (-1 : ℝ) ^ j = 1 := by
      rw [← mul_pow]
      norm_num
    refine ⟨(lt_div_iff₀ hk).mpr (by linarith), lt_of_mul_lt_mul_left ?_ (pow_pos hR 6).le⟩
    rw [mul_zero, mul_left_comm, h, mul_right_comm, mul_left_comm, hone]
    linarith
  obtain ⟨he, he'⟩ := key (2 * m) (by omega)
  obtain ⟨ho, ho'⟩ := key (2 * m + 1) (by omega)
  rw [pow_mul, neg_one_sq, one_pow, one_mul] at he'
  rw [pow_succ, pow_mul, neg_one_sq, one_pow] at ho'
  exact ⟨⟨_, he, he'⟩, ⟨_, ho, by linarith⟩⟩
```

The proof picks a natural number $m$ above both 2 and $R_0k$. Then every $j\ge m$ gives $x>3$ and $R>R_0$, and `key` records the alternating sign. The choices $j=2m$ and $j=2m+1$ supply the two distances. Lean divides by $k$ to turn $x$ into $R$, and uses $k>0$ to keep the distances positive and beyond $R_0$.

The bound follows from the difference of squares. For $R>0$ the term $32k^6/R^6$ is positive, so

$$|\operatorname{Re}\operatorname{tr}V^2|\le|\operatorname{tr}V^2|<\operatorname{tr}(VV^H).$$

```lean
/-- For a unit vector `n` and `k > 0`, `tr(V Vᴴ)` decreases strictly with distance, while
the real part of `tr(V²)` takes both signs beyond every distance and is smaller in
magnitude than `tr(V Vᴴ)` at every `R > 0`. -/
theorem monotone_versus_oscillating (hn : n ⬝ᵥ n = 1) (hk : 0 < k) :
    StrictAntiOn (fun R : ℝ => (directTrace k R n).re) (Set.Ioi 0) ∧
    (∀ R₀ : ℝ, (∃ R > R₀, 0 < (squareTrace k R n).re) ∧
      ∃ R > R₀, (squareTrace k R n).re < 0) ∧
    ∀ R : ℝ, 0 < R → |(squareTrace k R n).re| < (directTrace k R n).re := by
  refine ⟨directTrace_strictAntiOn hn, squareTrace_sign_changes hn hk, fun R hR => ?_⟩
  have hA := congrArg Complex.re (directTrace_eq (k := k) hn hR.ne')
  rw [← Complex.ofReal_pow, Complex.re_ofReal_mul, Complex.ofReal_re] at hA
  have hpos : 0 ≤ (directTrace k R n).re := by
    refine le_of_mul_le_mul_left ?_ (pow_pos hR 6)
    rw [mul_zero, hA]
    positivity
  -- the gap between the squares is positive
  have hsq : 0 < (directTrace k R n).re ^ 2 - ‖squareTrace k R n‖ ^ 2 := by
    refine lt_of_mul_lt_mul_left ?_ (pow_pos hR 6).le
    rw [mul_zero, trace_gap hn hR.ne']
    positivity
  exact lt_of_le_of_lt (Complex.abs_re_le_norm _)
    (lt_of_pow_lt_pow_left₀ 2 hpos (by linarith))

end

end RetardedDipoleCoupling
```

The final theorem joins the three statements. In its last part, `hpos` says that $\operatorname{tr}(VV^H)$ is nonnegative and `hsq` that the gap is positive, which allows passing from squares to magnitudes.

At $k=0$ both traces equal $6/R^6$: the sign changes disappear and the strict bound becomes an equality. This excludes only $k=0$. Reversing the sign of $k$ merely conjugates $V$ and leaves both real parts unchanged.

## Values at k = 1 for R = 1 and R = 4

At $R=1$ the first trace is $2(3+1+1)=10$. The second is $2e^{2i}(-1-4i)$, with real part $2(-\cos2+4\sin2)\approx8.11$ and squared modulus $4(1+16)=68$. The difference $100-68=32$ agrees with $32k^6/R^6$.

At $R=4$ the first trace has dropped to $550/4096\approx0.134$. The second is $2e^{8i}(179+104i)/4096$, with real part

$$\frac{2(179\cos8-104\sin8)}{4096}\approx-0.063.$$

The sign has changed, and the magnitude remains below $0.134$.

```lean
#print axioms RetardedDipoleCoupling.squareTrace_sign_changes
#print axioms RetardedDipoleCoupling.monotone_versus_oscillating
```

```
'RetardedDipoleCoupling.squareTrace_sign_changes' depends on axioms: [propext, Classical.choice, Quot.sound]
'RetardedDipoleCoupling.monotone_versus_oscillating' depends on axioms: [propext, Classical.choice, Quot.sound]
```
